# Tetrahedron weights for a Fermi level between the two lowest corner energies

Take a band that runs linearly along a segment, $e(x)=e_1+x\,d_2$ with $0\le x\le 1$ and $d_2=e_2-e_1>0$, and fill it up to a level $E$ between $e_1$ and $e_2$. With $s=E-e_1$, the occupied part is $0\le x\le s/d_2$. Its length is $n=s/d_2$, and the integral of $x$ over it, which is the weight of the upper end, is $s^2/(2d_2^2)=n\,s/(2d_2)$.

On a tetrahedron the band is $e(x)=e_1+x_2d_2+x_3d_3+x_4d_4$ with $d_i=e_i-e_1$, on the simplex $x_2,x_3,x_4\ge 0$, $x_2+x_3+x_4\le 1$. For $e_1\le E\le e_2$, with $e_1<e_2$ and $e_2\le e_3,e_4$, I know the formulas
$$n=\frac{s^3}{d_2d_3d_4},\qquad w_i=\frac{n\,s}{4d_i}\quad(i=2,3,4)$$
for six times the occupied volume and six times the integral of $x_i$ over the occupied part. How do I derive them rigorously, as honest integrals over the region, and can the argument be checked by machine?

## The occupied part is a smaller simplex at the lowest corner

As on the segment, the far boundary plays no role. The condition $e(x)\le E$ reads $d_2x_2+d_3x_3+d_4x_4\le s$. Since $d_2$ is the smallest of the three differences,
$$d_2(x_2+x_3+x_4)\le d_2x_2+d_3x_3+d_4x_4\le s\le d_2,$$
so $x_2+x_3+x_4\le 1$ holds automatically. What remains is the corner simplex $x_i\ge0$, $\sum_i d_ix_i\le s$.

All the weights follow from the integral of a general affine function $k+jx_2+lx_3+mx_4$ over this simplex. Fix $x_2$ and put $r=s-d_2x_2$ and $k'=k+jx_2$. The slice is the triangle $d_3x_3+d_4x_4\le r$. At fixed $x_3$, the coordinate $x_4$ runs from $0$ to $Z=(r-d_3x_3)/d_4$, which gives $(k'+lx_3)Z+mZ^2/2$. For $x_3$ from $0$ to $r/d_3$,
$$\int Z\,dx_3=\frac{r^2}{2d_3d_4},\qquad \int x_3Z\,dx_3=\frac{r^3}{6d_3^2d_4},\qquad \int \frac{Z^2}{2}\,dx_3=\frac{r^3}{6d_3d_4^2}.$$
The triangle therefore contributes
$$\frac{r^2}{2d_3d_4}\left[k'+\frac r3\left(\frac l{d_3}+\frac m{d_4}\right)\right].$$

Now let $x_2$ run from $0$ to $s/d_2$:
$$\int r^2dx_2=\frac{s^3}{3d_2},\qquad \int x_2r^2dx_2=\frac{s^4}{12d_2^2},\qquad \int r^3dx_2=\frac{s^4}{4d_2}.$$
Collecting terms and multiplying by six gives
$$6\int(k+jx_2+lx_3+mx_4)=n\left[k+\frac s4\left(\frac j{d_2}+\frac l{d_3}+\frac m{d_4}\right)\right].$$

Setting $k=1$ and the other coefficients to zero gives $n$. Setting one of $j,l,m$ to one and the rest to zero gives $w_i=ns/(4d_i)$. The lowest corner has the coordinate $1-x_2-x_3-x_4$, hence the weight $n\bigl(1-\tfrac s4\sum_i 1/d_i\bigr)$. Choosing $k=e_1$ and $(j,l,m)=(d_2,d_3,d_4)$ gives the band energy $n(e_1+3s/4)$.

Here is the Lean version.

```lean
import Mathlib

open MeasureTheory Set

namespace TetrahedronWeights

noncomputable section

/-- The band energy interpolated linearly between the four corners of a tetrahedron. -/
def bandEnergy (e1 e2 e3 e4 : ℝ) (x : ℝ × ℝ × ℝ) : ℝ :=
  e1 + x.1 * (e2 - e1) + x.2.1 * (e3 - e1) + x.2.2 * (e4 - e1)

/-- The part of the tetrahedron where the interpolated band lies at or below the level `E`. -/
def occupied (e1 e2 e3 e4 E : ℝ) : Set (ℝ × ℝ × ℝ) :=
  {x | 0 ≤ x.1 ∧ 0 ≤ x.2.1 ∧ 0 ≤ x.2.2 ∧ x.1 + x.2.1 + x.2.2 ≤ 1 ∧
    bandEnergy e1 e2 e3 e4 x ≤ E}

/-- The cubic expression `(E - e1)³ / ((e2 - e1)(e3 - e1)(e4 - e1))`. -/
def filling (e1 e2 e3 e4 E : ℝ) : ℝ :=
  (E - e1) ^ 3 / ((e2 - e1) * (e3 - e1) * (e4 - e1))

/-- The integral of a cubic polynomial from zero to `L`. -/
theorem integral_cubic (p0 p1 p2 p3 L : ℝ) :
    ∫ x in (0 : ℝ)..L, (p0 + p1 * x + p2 * x ^ 2 + p3 * x ^ 3) =
      p0 * L + p1 * L ^ 2 / 2 + p2 * L ^ 3 / 3 + p3 * L ^ 4 / 4 := by
  have h : ∀ x ∈ uIcc 0 L, HasDerivAt
      (fun x : ℝ => p0 * x + p1 / 2 * x ^ 2 + p2 / 3 * x ^ 3 + p3 / 4 * x ^ 4)
      (p0 + p1 * x + p2 * x ^ 2 + p3 * x ^ 3) x := by
    intro x _
    have h2 : HasDerivAt (fun x : ℝ => x ^ 2) (2 * x) x := by
      simpa using hasDerivAt_pow 2 x
    have h3 : HasDerivAt (fun x : ℝ => x ^ 3) (3 * x ^ 2) x := by
      simpa using hasDerivAt_pow 3 x
    have h4 : HasDerivAt (fun x : ℝ => x ^ 4) (4 * x ^ 3) x := by
      simpa using hasDerivAt_pow 4 x
    refine (((((hasDerivAt_id' x).const_mul p0).fun_add (h2.const_mul (p1 / 2))).fun_add
      (h3.const_mul (p2 / 3))).fun_add (h4.const_mul (p3 / 4))).congr_deriv ?_
    ring
  rw [intervalIntegral.integral_eq_sub_of_hasDerivAt h
    (Continuous.intervalIntegrable (by fun_prop) _ _)]
  ring

/-- The integral of an integrable function over a measurable region, whose first coordinate runs
over `[0, L]`, is the integral, along the first coordinate, of the integrals over its slices. -/
theorem setIntegral_slice {β : Type*} [MeasureSpace β] [SFinite (volume : Measure β)]
    (S : Set (ℝ × β)) (T : ℝ → Set β) (L : ℝ) (hL : 0 ≤ L) (hS : MeasurableSet S)
    (hT : ∀ x, MeasurableSet (T x)) (h : ∀ x y, (x, y) ∈ S ↔ x ∈ Icc 0 L ∧ y ∈ T x)
    (f : ℝ × β → ℝ) (hf : IntegrableOn f S) :
    ∫ p in S, f p = ∫ x in (0 : ℝ)..L, ∫ y in T x, f (x, y) := by
  have hi : Integrable (S.indicator f) ((volume : Measure ℝ).prod (volume : Measure β)) := by
    rw [← Measure.volume_eq_prod]
    exact hf.integrable_indicator hS
  rw [← integral_indicator hS, Measure.volume_eq_prod, integral_prod _ hi,
    intervalIntegral.integral_of_le hL, ← integral_Icc_eq_integral_Ioc,
    ← integral_indicator measurableSet_Icc]
  congr 1
  funext x
  by_cases hx : x ∈ Icc 0 L
  · rw [indicator_of_mem hx, ← integral_indicator (hT x)]
    congr 1
    funext y
    by_cases hy : y ∈ T x
    · rw [indicator_of_mem ((h x y).2 ⟨hx, hy⟩), indicator_of_mem hy]
    · rw [indicator_of_notMem (fun m => hy ((h x y).1 m).2), indicator_of_notMem hy]
  · have h0 : ∀ y, S.indicator f (x, y) = 0 := fun y =>
      indicator_of_notMem (fun m => hx ((h x y).1 m).1) f
    rw [indicator_of_notMem hx]
    simp [h0]

/-- The integral of an affine function over the corner simplex `a x + b y + c z ≤ s` of the
positive octant. -/
theorem corner_integral {a b c s : ℝ} (ha : 0 < a) (hb : 0 < b) (hc : 0 < c) (hs : 0 ≤ s)
    (k j l m : ℝ) :
    ∫ p in {p : ℝ × ℝ × ℝ | 0 ≤ p.1 ∧ 0 ≤ p.2.1 ∧ 0 ≤ p.2.2 ∧
        a * p.1 + b * p.2.1 + c * p.2.2 ≤ s}, (k + j * p.1 + l * p.2.1 + m * p.2.2) =
      s ^ 3 / (6 * a * b * c) * (k + s / 4 * (j / a + l / b + m / c)) := by
  have meas2 : ∀ r : ℝ, MeasurableSet
      {q : ℝ × ℝ | 0 ≤ q.1 ∧ 0 ≤ q.2 ∧ b * q.1 + c * q.2 ≤ r} := by
    intro r
    refine IsClosed.measurableSet ?_
    simp only [Set.ofPred_and]
    exact (isClosed_le (by fun_prop) (by fun_prop)).inter
      ((isClosed_le (by fun_prop) (by fun_prop)).inter (isClosed_le (by fun_prop) (by fun_prop)))
  -- the planar slices at fixed first coordinate
  have tri : ∀ k r : ℝ, 0 ≤ r →
      ∫ q in {q : ℝ × ℝ | 0 ≤ q.1 ∧ 0 ≤ q.2 ∧ b * q.1 + c * q.2 ≤ r},
        (k + l * q.1 + m * q.2) = r ^ 2 / (2 * b * c) * (k + r / 3 * (l / b + m / c)) := by
    intro k r hr
    refine (setIntegral_slice _ (fun y => Icc 0 ((r - b * y) / c)) (r / b) (by positivity)
      (meas2 r) (fun _ => measurableSet_Icc) ?_ _ ?_).trans ?_
    · intro y z
      simp only [Set.mem_ofPred_eq, mem_Icc, le_div_iff₀ hb, le_div_iff₀ hc]
      constructor
      · rintro ⟨h1, h2, h3⟩
        exact ⟨⟨h1, by nlinarith [mul_nonneg hc.le h2]⟩, h2, by linarith⟩
      · rintro ⟨⟨h1, _⟩, h2, h3⟩
        exact ⟨h1, h2, by linarith⟩
    · refine IntegrableOn.mono_set (t := Icc ((0 : ℝ), (0 : ℝ)) (r / b, r / c))
        ((Continuous.continuousOn (by fun_prop)).integrableOn_compact isCompact_Icc) ?_
      rintro ⟨y, z⟩ ⟨h1, h2, h3⟩
      dsimp only at h1 h2 h3
      have hy := mul_nonneg hb.le h1
      have hz := mul_nonneg hc.le h2
      exact ⟨Prod.mk_le_mk.2 ⟨h1, h2⟩, Prod.mk_le_mk.2
        ⟨(le_div_iff₀ hb).2 (by linarith), (le_div_iff₀ hc).2 (by linarith)⟩⟩
    · refine (intervalIntegral.integral_congr (g := fun y =>
        (k * r / c + m * r ^ 2 / (2 * c ^ 2)) + ((l * r - k * b) / c - m * r * b / c ^ 2) * y
          + (m * b ^ 2 / (2 * c ^ 2) - l * b / c) * y ^ 2 + 0 * y ^ 3) ?_).trans ?_
      · intro y hy
        rw [uIcc_of_le (by positivity), mem_Icc, le_div_iff₀ hb] at hy
        have h0 : 0 ≤ (r - b * y) / c := div_nonneg (by linarith [hy.2]) hc.le
        have e := integral_cubic (k + l * y) m 0 0 ((r - b * y) / c)
        simp only [zero_mul, add_zero, zero_div] at e
        dsimp only
        rw [integral_Icc_eq_integral_Ioc, ← intervalIntegral.integral_of_le h0, e]
        field_simp
        ring
      · rw [integral_cubic]
        field_simp
        ring
  -- stacking the slices along the first coordinate
  refine (setIntegral_slice _
    (fun x => {q : ℝ × ℝ | 0 ≤ q.1 ∧ 0 ≤ q.2 ∧ b * q.1 + c * q.2 ≤ s - a * x})
    (s / a) (by positivity) ?_ (fun x => meas2 _) ?_ _ ?_).trans ?_
  · refine IsClosed.measurableSet ?_
    simp only [Set.ofPred_and]
    exact (isClosed_le (by fun_prop) (by fun_prop)).inter
      ((isClosed_le (by fun_prop) (by fun_prop)).inter
        ((isClosed_le (by fun_prop) (by fun_prop)).inter
          (isClosed_le (by fun_prop) (by fun_prop))))
  · rintro x ⟨y, z⟩
    simp only [Set.mem_ofPred_eq, mem_Icc, le_div_iff₀ ha]
    constructor
    · rintro ⟨h1, h2, h3, h4⟩
      exact ⟨⟨h1, by nlinarith [mul_nonneg hb.le h2, mul_nonneg hc.le h3]⟩, h2, h3, by linarith⟩
    · rintro ⟨⟨h1, _⟩, h2, h3, h4⟩
      exact ⟨h1, h2, h3, by linarith⟩
  · refine IntegrableOn.mono_set
      (t := Icc ((0 : ℝ), (0 : ℝ), (0 : ℝ)) (s / a, s / b, s / c))
      ((Continuous.continuousOn (by fun_prop)).integrableOn_compact isCompact_Icc) ?_
    rintro ⟨x, y, z⟩ ⟨h1, h2, h3, h4⟩
    dsimp only at h1 h2 h3 h4
    have hx := mul_nonneg ha.le h1
    have hy := mul_nonneg hb.le h2
    have hz := mul_nonneg hc.le h3
    exact ⟨Prod.mk_le_mk.2 ⟨h1, Prod.mk_le_mk.2 ⟨h2, h3⟩⟩, Prod.mk_le_mk.2
      ⟨(le_div_iff₀ ha).2 (by linarith), Prod.mk_le_mk.2
        ⟨(le_div_iff₀ hb).2 (by linarith), (le_div_iff₀ hc).2 (by linarith)⟩⟩⟩
  · refine (intervalIntegral.integral_congr (g := fun x =>
      s ^ 2 * (k + s * (l / b + m / c) / 3) / (2 * b * c)
      + (s ^ 2 * (j - a * (l / b + m / c) / 3)
          - 2 * a * s * (k + s * (l / b + m / c) / 3)) / (2 * b * c) * x
      + (a ^ 2 * (k + s * (l / b + m / c) / 3)
          - 2 * a * s * (j - a * (l / b + m / c) / 3)) / (2 * b * c) * x ^ 2
      + a ^ 2 * (j - a * (l / b + m / c) / 3) / (2 * b * c) * x ^ 3) ?_).trans ?_
    · intro x hx
      rw [uIcc_of_le (by positivity), mem_Icc, le_div_iff₀ ha] at hx
      dsimp only
      rw [tri (k + j * x) (s - a * x) (by linarith [hx.2])]
      ring
    · rw [integral_cubic]
      field_simp
      ring

/-- For a level between the lowest and the second corner energy, the occupied region is a
simplex cut off at the lowest corner. -/
theorem occupied_eq_corner {e1 e2 e3 e4 E : ℝ} (h12 : e1 < e2) (h23 : e2 ≤ e3) (h24 : e2 ≤ e4)
    (hE2 : E ≤ e2) :
    occupied e1 e2 e3 e4 E = {p : ℝ × ℝ × ℝ | 0 ≤ p.1 ∧ 0 ≤ p.2.1 ∧ 0 ≤ p.2.2 ∧
      (e2 - e1) * p.1 + (e3 - e1) * p.2.1 + (e4 - e1) * p.2.2 ≤ E - e1} := by
  ext ⟨x, y, z⟩
  simp only [occupied, bandEnergy, Set.mem_ofPred_eq]
  constructor
  · rintro ⟨h1, h2, h3, _, h5⟩
    exact ⟨h1, h2, h3, by linarith⟩
  · rintro ⟨h1, h2, h3, h4⟩
    -- the outer face of the tetrahedron is never crossed
    have h : (e2 - e1) * (x + y + z) ≤ (e2 - e1) * 1 := by
      nlinarith [mul_nonneg h2 (sub_nonneg.2 h23), mul_nonneg h3 (sub_nonneg.2 h24)]
    exact ⟨h1, h2, h3, le_of_mul_le_mul_left h (sub_pos.2 h12), by linarith⟩

/-- Six times the integral, over the occupied region, of any quantity interpolated linearly
in the tetrahedron. -/
theorem occupied_integral {e1 e2 e3 e4 E : ℝ} (h12 : e1 < e2) (h23 : e2 ≤ e3) (h24 : e2 ≤ e4)
    (hE1 : e1 ≤ E) (hE2 : E ≤ e2) (k j l m : ℝ) :
    6 * ∫ x in occupied e1 e2 e3 e4 E, (k + j * x.1 + l * x.2.1 + m * x.2.2) =
      filling e1 e2 e3 e4 E *
        (k + (E - e1) / 4 * (j / (e2 - e1) + l / (e3 - e1) + m / (e4 - e1))) := by
  have h2 : 0 < e2 - e1 := by linarith
  have h3 : 0 < e3 - e1 := by linarith
  have h4 : 0 < e4 - e1 := by linarith
  rw [occupied_eq_corner h12 h23 h24 hE2, corner_integral h2 h3 h4 (by linarith), filling,
    ← mul_assoc]
  congr 1
  field_simp

/-- Tetrahedron weights for a level between the two lowest corner energies: six times the
occupied volume, and six times the integrals of the four barycentric coordinates over it. -/
theorem tetrahedron_weights {e1 e2 e3 e4 E : ℝ} (h12 : e1 < e2) (h23 : e2 ≤ e3)
    (h24 : e2 ≤ e4) (hE1 : e1 ≤ E) (hE2 : E ≤ e2) :
    6 * volume.real (occupied e1 e2 e3 e4 E) = filling e1 e2 e3 e4 E ∧
    6 * ∫ x in occupied e1 e2 e3 e4 E, (1 - x.1 - x.2.1 - x.2.2) =
      filling e1 e2 e3 e4 E *
        (1 - (E - e1) / 4 * (1 / (e2 - e1) + 1 / (e3 - e1) + 1 / (e4 - e1))) ∧
    6 * ∫ x in occupied e1 e2 e3 e4 E, x.1 =
      filling e1 e2 e3 e4 E * (E - e1) / (4 * (e2 - e1)) ∧
    6 * ∫ x in occupied e1 e2 e3 e4 E, x.2.1 =
      filling e1 e2 e3 e4 E * (E - e1) / (4 * (e3 - e1)) ∧
    6 * ∫ x in occupied e1 e2 e3 e4 E, x.2.2 =
      filling e1 e2 e3 e4 E * (E - e1) / (4 * (e4 - e1)) := by
  have h2 : e2 - e1 ≠ 0 := (show 0 < e2 - e1 by linarith).ne'
  have h3 : e3 - e1 ≠ 0 := (show 0 < e3 - e1 by linarith).ne'
  have h4 : e4 - e1 ≠ 0 := (show 0 < e4 - e1 by linarith).ne'
  have key := occupied_integral h12 h23 h24 hE1 hE2
  refine ⟨?_, ?_, ?_, ?_, ?_⟩
  · have h := key 1 0 0 0
    simpa using h
  · have e : ∀ x : ℝ × ℝ × ℝ, 1 - x.1 - x.2.1 - x.2.2 =
        1 + (-1) * x.1 + (-1) * x.2.1 + (-1) * x.2.2 := by
      intro x
      ring
    simp only [e]
    rw [key]
    ring
  · have h := key 0 1 0 0
    simp only [zero_mul, one_mul, zero_add, add_zero, zero_div] at h
    rw [h]
    field_simp
  · have h := key 0 0 1 0
    simp only [zero_mul, one_mul, zero_add, add_zero, zero_div] at h
    rw [h]
    field_simp
  · have h := key 0 0 0 1
    simp only [zero_mul, one_mul, zero_add, add_zero, zero_div] at h
    rw [h]
    field_simp

/-- For a level between the two lowest corner energies, six times the band energy integrated over
the occupied region is the filling times `e1 + 3 (E - e1) / 4`. -/
theorem occupied_band_energy {e1 e2 e3 e4 E : ℝ} (h12 : e1 < e2) (h23 : e2 ≤ e3)
    (h24 : e2 ≤ e4) (hE1 : e1 ≤ E) (hE2 : E ≤ e2) :
    6 * ∫ x in occupied e1 e2 e3 e4 E, bandEnergy e1 e2 e3 e4 x =
      filling e1 e2 e3 e4 E * (e1 + 3 * (E - e1) / 4) := by
  have h2 : e2 - e1 ≠ 0 := (show 0 < e2 - e1 by linarith).ne'
  have h3 : e3 - e1 ≠ 0 := (show 0 < e3 - e1 by linarith).ne'
  have h4 : e4 - e1 ≠ 0 := (show 0 < e4 - e1 by linarith).ne'
  have e : ∀ x : ℝ × ℝ × ℝ, bandEnergy e1 e2 e3 e4 x =
      e1 + (e2 - e1) * x.1 + (e3 - e1) * x.2.1 + (e4 - e1) * x.2.2 := by
    intro x
    unfold bandEnergy
    ring
  simp only [e]
  rw [occupied_integral h12 h23 h24 hE1 hE2, div_self h2, div_self h3, div_self h4]
  ring

end

end TetrahedronWeights
```

```lean
#print axioms TetrahedronWeights.tetrahedron_weights
#print axioms TetrahedronWeights.occupied_band_energy
```

```
'TetrahedronWeights.tetrahedron_weights' depends on axioms: [propext, Classical.choice, Quot.sound]
'TetrahedronWeights.occupied_band_energy' depends on axioms: [propext, Classical.choice, Quot.sound]
```

## What the Lean statements say about a band

A point `x : ℝ × ℝ × ℝ` carries $x_2,x_3,x_4$ as `x.1`, `x.2.1` and `x.2.2`. `bandEnergy` is the linear interpolation, `filling` is $n$, and `occupied` is the set of points that satisfy all the simplex constraints together with $e(x)\le E$. The integrals use Lebesgue measure, and `volume.real` is the volume as a real number.

`tetrahedron_weights` states five equations: the volume, the weight of the lowest corner, and the weights of corners 2, 3 and 4. `occupied_integral` is the general affine formula, and `occupied_band_energy` is its value for the energy. The hypotheses are $e_1<e_2$, $e_2\le e_3$, $e_2\le e_4$ and $e_1\le E\le e_2$. The order of $e_3$ and $e_4$ is free, and both ends of the energy range are included.

The full simplex has volume $1/6$, so $n$, which already includes the factor six, is the occupied fraction of the tetrahedron. The sharp cutoff at $E$ stands for zero-temperature occupation. In an average over the Brillouin zone, these weights, times the tetrahedron's share of the zone volume, multiply the corner values of a linearly interpolated quantity, for one band in one tetrahedron and with $E$ in this lowest range. The linear tetrahedron method also needs the higher ranges and a sum over tetrahedra and bands. The error of the linear interpolation itself is a separate matter.

The region could also have been modelled as a tetrahedron with arbitrary vertices in $k$-space. The statement would then carry the tetrahedron's volume as a factor, and the proof would need an affine change of variables; the occupied fraction would be the same.

## How the slices become a proof

`integral_cubic` integrates a polynomial of degree at most three by exhibiting its antiderivative. It serves every one-dimensional integral above.

`setIntegral_slice` is Fubini's theorem in the form needed here. If a point $(x,y)$ lies in `S` exactly when $x\in[0,L]$ and $y$ lies in the slice `T x`, then the integral over `S` is the iterated one. The proof extends the integrand by zero outside the region, applies the product-measure theorem `integral_prod`, and compares the two sides point by point.

`corner_integral` carries out the double slicing, with $a,b,c$ for $d_2,d_3,d_4$. The inner statement `tri` is the triangle formula, and the rest stacks the triangles along the first coordinate. Each use of the slicing lemma requires $L\ge 0$ and measurable slices, which are quick to supply, and three further checks:

- The region is measurable, because it is closed.
- The slices are described correctly, which follows from linear inequalities.
- The integrand is integrable, because it is continuous and the region sits in a compact box.

The long polynomials in the code are the integrands expanded in powers of the slicing variable, so that `integral_cubic` applies; `field_simp` and `ring` then collect terms.

`occupied_eq_corner` is the first step of the derivation: `nlinarith` proves $d_2(x_2+x_3+x_4)\le d_2$, and dividing by $d_2>0$ recovers the outer face constraint. `occupied_integral` combines this with `corner_integral`, and the last two theorems insert the coefficients listed above.

The same argument, started from the highest corner, treats a level with $e_1,e_2\le e_3\le E\le e_4$ and $e_3<e_4$. There the empty part is the small simplex, and the occupied fraction is
$$1-\frac{(e_4-E)^3}{(e_4-e_1)(e_4-e_2)(e_4-e_3)}.$$
